# A Krylov residual bound for the Green function of a Hermitian matrix at the band centre

## A source state at the band centre

Take a non-interacting Hamiltonian \(H\) on finitely many orthonormal orbitals, with the zero of energy at the middle of its band, so that all eigenvalues lie in \([-W,W]\) for any \(W\) at least half the bandwidth. The retarded Green function at the band centre, with broadening \(\eta>0\), is \((i\eta-H)^{-1}\). Its action on a source state \(b\) is the solution of

\[
(i\eta-H)\,x=b .
\]

For a large sparse \(H\) one can look for \(x\) using only products of \(H\) with vectors. After \(k-1\) products starting from \(b\), the available vectors span the Krylov space

\[
K_k(H,b)=\operatorname{span}\{b,Hb,\dots,H^{k-1}b\}.
\]

How large a \(k\) is enough for this space to contain a good approximate solution? The energy \(0\) may itself be an eigenvalue of \(H\), and in that case the system would be singular without \(\eta\).

## The bound and what its hypotheses mean

For \(W>0\), \(\eta>0\) and \(k\ge 1\), there is an \(x\in K_k(H,b)\) with

\[
\|b-(i\eta-H)x\|\le\frac{\|b\|}{\sinh\!\big(k\,\operatorname{arsinh}(\eta/W)\big)} .
\]

If moreover \(\eta\le W\) and \(0<\varepsilon\le1\), then every \(k\ge(2W/\eta)\log(3/\varepsilon)\) admits an \(x\in K_k(H,b)\) with residual at most \(\varepsilon\|b\|\).

These are the theorems `exists_krylov_residual_le` and `krylov_iteration_count`. The state space `E` is a complex inner product space, assumed finite-dimensional in both. The Hamiltonian is a linear map `H : Module.End ℂ E`, and `LinearMap.IsSymmetric H` says that it is Hermitian. The hypothesis `hspec` says that each real eigenvalue `μ` satisfies `|μ| ≤ W`; since a Hermitian map has only real eigenvalues, this covers the whole spectrum. The number \(W\) need only be an upper bound, not the exact half-width of the band. The space `krylov H b k` is the span of \(H^jb\) for \(j=0,\dots,k-1\), and the shifted operator appears as `((η : ℂ) * Complex.I) • x - H x`.

The theorems concern the existence of a vector, in exact arithmetic. A method that minimises the residual over \(K_k(H,b)\) does at least as well as this vector, so for a finite Hermitian matrix the count is an upper limit on the steps such a method needs, rounding aside. The count is sufficient; no lower bound is shown. The bound also controls the residual and not directly the error in \(x\); the norm of the error is at most \(1/\eta\) times the norm of the residual.

## From Krylov vectors to polynomials

Let \(z=i\eta\), and let \(p\) be a polynomial of degree at most \(k\) with \(p(z)=1\). Then \(p-1\) vanishes at \(z\), so

\[
p(X)-1=(X-z)\,q(X),\qquad \deg q\le k-1 .
\]

The vector \(x=q(H)b\) lies in \(K_k(H,b)\), and its residual is

\[
b-(z-H)x=b+(H-z)q(H)b=p(H)b .
\]

Expand \(b=\sum_j b_jv_j\) in an orthonormal eigenbasis with \(Hv_j=\lambda_jv_j\). If \(|p|\le c\) on the spectrum, then

\[
\|p(H)b\|^2=\sum_j|p(\lambda_j)|^2|b_j|^2\le c^2\|b\|^2 .
\]

It remains to find a polynomial that is small on \([-W,W]\) and equal to 1 at \(i\eta\).

## Chebyshev growth along the imaginary axis

The Chebyshev polynomial \(T_k\) satisfies \(T_k(\cos\theta)=\cos k\theta\) for all complex \(\theta\). Real \(\theta\) gives \(|T_k|\le1\) on \([-1,1]\). For a point on the imaginary axis, write \(i\sinh t=\cos(\pi/2-it)\) with \(t\) real. Then

\[
T_k(i\sinh t)=\cos\tfrac{k\pi}{2}\cosh kt+i\sin\tfrac{k\pi}{2}\sinh kt ,
\]

and \(\cosh^2=1+\sinh^2\) gives

\[
|T_k(i\sinh t)|^2=\sinh^2kt+\cos^2\tfrac{k\pi}{2}\ \ge\ \sinh^2kt .
\]

Now choose \(t=\operatorname{arsinh}(\eta/W)\), so that \(i\eta/W=i\sinh t\), and set

\[
p(X)=\frac{T_k(X/W)}{T_k(i\eta/W)} .
\]

The denominator has modulus at least \(\sinh kt>0\). Hence \(p\) is well defined, has degree at most \(k\), equals 1 at \(i\eta\), and is bounded by \(1/\sinh kt\) on \([-W,W]\). This is the first bound.

## Turning the rate into a number of steps

For \(0\le s\le1\) we have \(\operatorname{arsinh}s\ge s/2\), or equivalently \(\sinh(s/2)\le s\). To see this, put \(u=s/2\le\tfrac12\). From \(e^{-u}\ge1-u\) follows

\[
e^u\le\frac1{1-u}\le1+2u,
\]

where the last step holds because \((1+2u)(1-u)=1+u(1-2u)\ge1\). Therefore

\[
\sinh u\le\tfrac12\big[(1+2u)-(1-u)\big]=\tfrac32u\le s .
\]

Let \(y=k\operatorname{arsinh}(\eta/W)\). If \(k\ge(2W/\eta)\log(3/\varepsilon)\), then \(y\ge k\eta/(2W)\ge\log(3/\varepsilon)\), so \(e^y\ge3/\varepsilon\). Since \(e^{-y}\le1\) and \(\varepsilon\le1\),

\[
\varepsilon\sinh y\ge\frac{3-\varepsilon}{2}\ge1 ,
\]

and the residual is at most \(\|b\|/\sinh y\le\varepsilon\|b\|\). At fixed tolerance, this sufficient number of steps grows in proportion to \(W/\eta\).

## The Lean file

```lean
import Mathlib

open Polynomial

namespace BandCentreGreenFunction

variable {E : Type*} [NormedAddCommGroup E] [InnerProductSpace ℂ E]

/-- The Krylov space spanned by `b, H b, …, H^(k-1) b`. -/
def krylov (H : Module.End ℂ E) (b : E) (k : ℕ) : Submodule ℂ E :=
  Submodule.span ℂ (Set.range fun j : Fin k => (H ^ (j : ℕ)) b)

/-- For `k ≥ 1`, every polynomial `p` of degree at most `k` with `p(z) = 1` is the residual
polynomial of some vector of the `k`-th Krylov space, for the shifted system `(z - H) x = b`. -/
theorem exists_krylov_residual (H : Module.End ℂ E) (b : E) {k : ℕ} (hk : 1 ≤ k) (z : ℂ)
    (p : ℂ[X]) (hp : p.natDegree ≤ k) (hz : p.eval z = 1) :
    ∃ x ∈ krylov H b k, b - (z • x - H x) = aeval H p b := by
  -- divide `p - 1` by its root factor
  obtain ⟨q, hq, hdeg⟩ : ∃ q : ℂ[X], (X - C z) * q = p - 1 ∧ q.natDegree < k := by
    refine ⟨(p - 1) /ₘ (X - C z),
      mul_divByMonic_eq_iff_isRoot.mpr (by simp [IsRoot, hz]), ?_⟩
    have h1 : (p - 1).natDegree ≤ k := (natDegree_sub_le p 1).trans (by simpa using hp)
    rw [natDegree_divByMonic _ (monic_X_sub_C z), natDegree_X_sub_C]
    omega
  refine ⟨aeval H q b, ?_, ?_⟩
  · rw [aeval_eq_sum_range' hdeg, LinearMap.sum_apply]
    refine Submodule.sum_mem _ fun i hi => ?_
    rw [LinearMap.smul_apply]
    exact Submodule.smul_mem _ _
      (Submodule.subset_span ⟨⟨i, Finset.mem_range.mp hi⟩, rfl⟩)
  · have h := congrArg (fun r => aeval H r b) hq
    simp only [map_mul, map_sub, aeval_X, aeval_C, map_one, Module.End.mul_apply,
      LinearMap.sub_apply, Module.End.one_apply, Module.algebraMap_end_apply] at h
    linear_combination (norm := module) h

/-- For Hermitian `H`, a polynomial bounded by `c` on the spectrum gives an operator `p(H)`
that stretches no vector by more than `c`. -/
theorem norm_aeval_le [FiniteDimensional ℂ E] {H : Module.End ℂ E}
    (hH : LinearMap.IsSymmetric H) (p : ℂ[X]) {c : ℝ} (hc : 0 ≤ c)
    (hp : ∀ μ : ℝ, H.HasEigenvalue (μ : ℂ) → ‖p.eval (μ : ℂ)‖ ≤ c) (b : E) :
    ‖aeval H p b‖ ≤ c * ‖b‖ := by
  obtain ⟨n, v, l, hv, hl⟩ : ∃ (n : ℕ) (v : OrthonormalBasis (Fin n) ℂ E) (l : Fin n → ℝ),
      (∀ i, H.HasEigenvalue (l i : ℂ)) ∧
      ∀ x i, v.repr (H x) i = (l i : ℂ) * v.repr x i :=
    ⟨_, hH.eigenvectorBasis rfl, hH.eigenvalues rfl,
      fun i => hH.hasEigenvalue_eigenvalues rfl i,
      fun x i => hH.eigenvectorBasis_apply_self_apply rfl x i⟩
  -- in the eigenbasis `q(H)` multiplies each component by `q` of the eigenvalue
  have key : ∀ (q : ℂ[X]) (x : E) (i : Fin n),
      v.repr (aeval H q x) i = q.eval (l i : ℂ) * v.repr x i := by
    intro q
    induction q using Polynomial.induction_on with
    | C a => intro x i; simp [aeval_C, Module.algebraMap_end_apply]
    | add r s hr hs => intro x i; simp [hr, hs, add_mul]
    | monomial m a ih =>
      intro x i
      rw [pow_succ, ← mul_assoc, map_mul, aeval_X, Module.End.mul_apply, ih, hl]
      simp only [eval_mul, eval_X, eval_C, eval_pow]
      ring
  refine (sq_le_sq₀ (norm_nonneg _) (by positivity)).mp ?_
  rw [mul_pow, ← v.repr.norm_map (aeval H p b), ← v.repr.norm_map b,
    EuclideanSpace.norm_sq_eq, EuclideanSpace.norm_sq_eq, Finset.mul_sum]
  refine Finset.sum_le_sum fun i _ => ?_
  rw [key, norm_mul, mul_pow]
  gcongr
  exact hp _ (hv i)

/-- Chebyshev polynomials are bounded by one on the interval `[-1, 1]`. -/
theorem norm_chebyshev_le_one (k : ℕ) {x : ℝ} (hx : |x| ≤ 1) :
    ‖(Chebyshev.T ℂ k).eval (x : ℂ)‖ ≤ 1 := by
  have h := abs_le.mp hx
  have h1 : (x : ℂ) = Complex.cos (Real.arccos x : ℂ) := by
    rw [← Complex.ofReal_cos, Real.cos_arccos h.1 h.2]
  have h2 : Complex.cos (((k : ℤ) : ℂ) * (Real.arccos x : ℂ))
      = ((Real.cos (k * Real.arccos x) : ℝ) : ℂ) := by
    push_cast; rfl
  rw [h1, Chebyshev.T_complex_cos, h2, Complex.norm_real, Real.norm_eq_abs]
  exact Real.abs_cos_le_one _

/-- The exact squared modulus of a Chebyshev polynomial at the point `i sinh t` of the
imaginary axis. -/
theorem norm_sq_chebyshev_imaginary (k : ℕ) (t : ℝ) :
    ‖(Chebyshev.T ℂ k).eval ((Real.sinh t : ℂ) * Complex.I)‖ ^ 2
      = Real.sinh (k * t) ^ 2 + Real.cos (k * (Real.pi / 2)) ^ 2 := by
  have h1 : (Real.sinh t : ℂ) * Complex.I
      = Complex.cos ((Real.pi : ℂ) / 2 - (t : ℂ) * Complex.I) := by
    rw [Complex.cos_pi_div_two_sub, Complex.sin_mul_I, Complex.ofReal_sinh]
  have h2 : Complex.cos (((k : ℤ) : ℂ) * ((Real.pi : ℂ) / 2 - (t : ℂ) * Complex.I))
      = ((Real.cos (k * (Real.pi / 2)) * Real.cosh (k * t) : ℝ) : ℂ)
        + ((Real.sin (k * (Real.pi / 2)) * Real.sinh (k * t) : ℝ) : ℂ) * Complex.I := by
    have h3 : ((k : ℤ) : ℂ) * ((Real.pi : ℂ) / 2 - (t : ℂ) * Complex.I)
        = (k : ℂ) * ((Real.pi : ℂ) / 2) - ((k : ℂ) * (t : ℂ)) * Complex.I := by
      push_cast; ring
    rw [h3, Complex.cos_sub, Complex.cos_mul_I, Complex.sin_mul_I]
    push_cast
    ring
  rw [h1, Chebyshev.T_complex_cos, h2, Complex.sq_norm, Complex.normSq_add_mul_I]
  linear_combination Real.cos (k * (Real.pi / 2)) ^ 2 * Real.cosh_sq (k * t)
    + Real.sinh (k * t) ^ 2 * Real.sin_sq_add_cos_sq (k * (Real.pi / 2))

/-- For Hermitian `H` in finite dimension with spectrum in `[-W, W]`, where `W > 0`, and for `η > 0`
and `k ≥ 1`, the `k`-th Krylov space contains an approximate solution of `(iη - H) x = b` with
residual at most `‖b‖ / sinh (k arsinh (η / W))`. -/
theorem exists_krylov_residual_le [FiniteDimensional ℂ E] {H : Module.End ℂ E}
    (hH : LinearMap.IsSymmetric H) {W η : ℝ} (hW : 0 < W) (hη : 0 < η)
    (hspec : ∀ μ : ℝ, H.HasEigenvalue (μ : ℂ) → |μ| ≤ W) (b : E) {k : ℕ} (hk : 1 ≤ k) :
    ∃ x ∈ krylov H b k, ‖b - (((η : ℂ) * Complex.I) • x - H x)‖
      ≤ ‖b‖ / Real.sinh (k * Real.arsinh (η / W)) := by
  obtain ⟨t, ht⟩ : ∃ t, t = Real.arsinh (η / W) := ⟨_, rfl⟩
  rw [← ht]
  have ht0 : 0 < t := by rw [ht]; exact Real.arsinh_pos_iff.mpr (by positivity)
  have hk0 : (0 : ℝ) < k := by exact_mod_cast hk
  have hS : 0 < Real.sinh (k * t) := Real.sinh_pos_iff.mpr (by positivity)
  obtain ⟨s, hs⟩ : ∃ s, s = (Chebyshev.T ℂ k).eval ((Real.sinh t : ℂ) * Complex.I) :=
    ⟨_, rfl⟩
  -- lower bound for the Chebyshev polynomial at the scaled shift `iη / W`
  have hsS : Real.sinh (k * t) ≤ ‖s‖ := by
    refine (sq_le_sq₀ hS.le (norm_nonneg _)).mp ?_
    rw [hs, norm_sq_chebyshev_imaginary]
    exact le_add_of_nonneg_right (sq_nonneg _)
  have hs0 : s ≠ 0 := norm_pos_iff.mp (hS.trans_le hsS)
  have hWc : (W : ℂ)⁻¹ ≠ 0 := inv_ne_zero (by exact_mod_cast hW.ne')
  have hpt : (W : ℂ)⁻¹ * ((η : ℂ) * Complex.I) = (Real.sinh t : ℂ) * Complex.I := by
    rw [ht, Real.sinh_arsinh]; push_cast; ring
  -- the scaled Chebyshev polynomial, normalised at the shift
  obtain ⟨p, hp⟩ : ∃ p : ℂ[X],
      p = C s⁻¹ * (Chebyshev.T ℂ k).comp (C (W : ℂ)⁻¹ * X) := ⟨_, rfl⟩
  have heval : ∀ z, p.eval z = s⁻¹ * (Chebyshev.T ℂ k).eval ((W : ℂ)⁻¹ * z) := by
    intro z
    rw [hp, eval_mul, eval_C, eval_comp, eval_mul, eval_C, eval_X]
  have hdeg : p.natDegree ≤ k := by
    rw [hp]
    refine (natDegree_C_mul_le _ _).trans (natDegree_comp_le.trans ?_)
    rw [natDegree_C_mul_X _ hWc, mul_one, Chebyshev.natDegree_T]
    simp
  obtain ⟨x, hx, hres⟩ := exists_krylov_residual H b hk ((η : ℂ) * Complex.I) p hdeg
    (by rw [heval, hpt, ← hs, inv_mul_cancel₀ hs0])
  refine ⟨x, hx, ?_⟩
  rw [hres, div_eq_inv_mul]
  refine norm_aeval_le hH p (inv_nonneg.mpr hS.le) (fun μ hμ => ?_) b
  have hμW : |W⁻¹ * μ| ≤ 1 := by
    rw [abs_mul, abs_of_pos (inv_pos.mpr hW), ← div_eq_inv_mul, div_le_one hW]
    exact hspec μ hμ
  have hT := norm_chebyshev_le_one k hμW
  push_cast at hT
  rw [heval, norm_mul, norm_inv]
  calc ‖s‖⁻¹ * _ ≤ ‖s‖⁻¹ * 1 := mul_le_mul_of_nonneg_left hT (by positivity)
    _ ≤ (Real.sinh (k * t))⁻¹ := by rw [mul_one]; exact inv_anti₀ hS hsS

/-- On `[0, 1]` the inverse hyperbolic sine is at least half its argument. -/
theorem half_le_arsinh {s : ℝ} (h0 : 0 ≤ s) (h1 : s ≤ 1) : s / 2 ≤ Real.arsinh s := by
  rw [← Real.arsinh_sinh (s / 2), Real.arsinh_le_arsinh, Real.sinh_eq]
  have ha := Real.add_one_le_exp (-(s / 2))
  have hm : Real.exp (s / 2) * Real.exp (-(s / 2)) = 1 := by
    rw [← Real.exp_add, add_neg_cancel, Real.exp_zero]
  have he := Real.exp_pos (s / 2)
  have hb : Real.exp (s / 2) * (1 - s / 2) ≤ 1 := by nlinarith
  have hc : Real.exp (s / 2) ≤ 1 + s := by
    by_contra hcon
    have hcon' := not_le.mp hcon
    nlinarith [mul_pos (sub_pos.mpr hcon') (by linarith : (0 : ℝ) < 1 - s / 2),
      mul_nonneg h0 (sub_nonneg.mpr h1)]
  linarith

/-- For Hermitian `H` in finite dimension with spectrum in `[-W, W]`, and for `0 < η ≤ W` and `0 < ε
≤ 1`, any `k ≥ (2W/η) log(3/ε)` Krylov steps suffice for a relative residual of at most `ε` in the
system `(iη - H) x = b`. -/
theorem krylov_iteration_count [FiniteDimensional ℂ E] {H : Module.End ℂ E}
    (hH : LinearMap.IsSymmetric H) {W η ε : ℝ} (hη : 0 < η) (hηW : η ≤ W)
    (hε : 0 < ε) (hε1 : ε ≤ 1)
    (hspec : ∀ μ : ℝ, H.HasEigenvalue (μ : ℂ) → |μ| ≤ W) (b : E) {k : ℕ}
    (hk : 2 * W / η * Real.log (3 / ε) ≤ k) :
    ∃ x ∈ krylov H b k, ‖b - (((η : ℂ) * Complex.I) • x - H x)‖ ≤ ε * ‖b‖ := by
  have hW : 0 < W := hη.trans_le hηW
  have hlog : 0 < Real.log (3 / ε) :=
    Real.log_pos (by rw [lt_div_iff₀ hε]; linarith)
  have hk0 : (0 : ℝ) < k := lt_of_lt_of_le (by positivity) hk
  obtain ⟨x, hx, hres⟩ := exists_krylov_residual_le hH hW hη hspec b
    (k := k) (by exact_mod_cast hk0)
  refine ⟨x, hx, hres.trans ?_⟩
  obtain ⟨y, hy⟩ : ∃ y, y = (k : ℝ) * Real.arsinh (η / W) := ⟨_, rfl⟩
  rw [← hy]
  have hly : Real.log (3 / ε) ≤ y := by
    calc Real.log (3 / ε) = 2 * W / η * Real.log (3 / ε) * (η / W / 2) := by field_simp
      _ ≤ k * (η / W / 2) := mul_le_mul_of_nonneg_right hk (by positivity)
      _ ≤ y := by
        rw [hy]
        exact mul_le_mul_of_nonneg_left
          (half_le_arsinh (by positivity) ((div_le_one hW).mpr hηW)) hk0.le
  -- the exponential growth of `sinh` beats the tolerance
  have he : 3 / ε ≤ Real.exp y := (Real.log_le_iff_le_exp (by positivity)).mp hly
  have he' : 3 ≤ Real.exp y * ε := (div_le_iff₀ hε).mp he
  have hn : Real.exp (-y) ≤ 1 := Real.exp_le_one_iff.mpr (by linarith)
  have hS : 1 ≤ ε * Real.sinh y := by
    rw [Real.sinh_eq]
    nlinarith [mul_le_mul_of_nonneg_left hn hε.le]
  have hSpos : 0 < Real.sinh y := Real.sinh_pos_iff.mpr (hlog.trans_le hly)
  rw [div_le_iff₀ hSpos]
  nlinarith [mul_le_mul_of_nonneg_left hS (norm_nonneg b)]

end BandCentreGreenFunction
```

```lean
#print axioms BandCentreGreenFunction.exists_krylov_residual_le
#print axioms BandCentreGreenFunction.krylov_iteration_count
```

```
'BandCentreGreenFunction.exists_krylov_residual_le' depends on axioms: [propext, Classical.choice, Quot.sound]
'BandCentreGreenFunction.krylov_iteration_count' depends on axioms: [propext, Classical.choice, Quot.sound]
```

## How the proof follows the derivation

**Residual polynomials.** `exists_krylov_residual` divides `p - 1` by the monic factor `X - C z`. The condition \(k\ge1\) enters here, because the quotient must have degree strictly below \(k\). Writing `aeval H q b`, which is \(q(H)b\), as a sum over powers of \(H\) shows that it belongs to the Krylov space. Applying the polynomial identity to \(H\) and then to \(b\) gives the residual formula. This lemma needs neither a Hermitian \(H\) nor finite dimension.

**The spectral estimate.** `norm_aeval_le` takes an orthonormal eigenbasis from Mathlib. The inner statement `key` says that \(q(H)\) multiplies the \(i\)-th component by \(q(\lambda_i)\); it is proved by induction on the polynomial, through constants, sums and one further power of \(X\). The norms are then compared through their squares, component by component.

**The two Chebyshev estimates.** `norm_chebyshev_le_one` substitutes \(x=\cos(\arccos x)\) and uses the bound on the real cosine. `norm_sq_chebyshev_imaginary` makes the substitution \(\cos(\pi/2-it)\), separates real and imaginary parts, and finishes with `linear_combination`, which is given the identities for \(\cosh^2\) and \(\sin^2+\cos^2\).

**The main bound.** In `exists_krylov_residual_le`, the number `s` is \(T_k(i\eta/W)\), and `hsS` is the inequality \(\sinh kt\le|s|\). The polynomial `p` is the scaled Chebyshev polynomial above; `heval` gives its values and `hdeg` its degree. The first lemma supplies the Krylov vector, the second reduces its residual to a bound on the spectrum, and the closing `calc` combines \(|T_k|\le1\) with `hsS`.

**The step count.** `half_le_arsinh` follows the exponential estimates given earlier: `hb` is \(e^u(1-u)\le1\), and `hc` is \(e^u\le1+2u\), proved by contradiction. In `krylov_iteration_count`, the conditions \(W>0\) and \(k\ge1\) are derived from the other hypotheses. The step `hly` establishes \(\log(3/\varepsilon)\le y\), and `hS` is the inequality \(1\le\varepsilon\sinh y\), from which the relative residual follows.
